# Among matrices satisfying the secant equations, Anderson mixing's inverse Jacobian is strictly closest to simple mixing

Anderson mixing, used to speed up self-consistent-field iterations, builds an approximate inverse Jacobian `H` from stored differences of iterates `dX` and of residuals `dF`. The theorem `andersonH_minimal_change` says that any other matrix `G` with `G * dF = dX` lies strictly farther than `H` from the simple-mixing matrix `-β I` in the Frobenius norm, which it states by comparing squared norms. The matrices are real and finite, `β` is any real number, and `dFᵀ * dF` is assumed invertible. The proof writes `G + β I` as the sum of `H + β I` and `G - H`, shows that these two parts are orthogonal, and expands the squared norm of the sum, so that `G` exceeds `H` by the positive squared norm of `G - H`.

The failing Lean file:

```lean
import Mathlib

open Matrix

namespace AndersonHMinimalChange

noncomputable section

variable {ι κ : Type*} [Fintype ι] [DecidableEq ι] [Fintype κ] [DecidableEq κ]

/-- The squared Frobenius norm of a real square matrix. -/
def frobSq (A : Matrix ι ι ℝ) : ℝ := ∑ i, ∑ j, A i j ^ 2

/-- The Anderson approximation to the inverse Jacobian, built from the differences `dX` of
iterates and `dF` of residuals; its domain is `dFᵀ dF` invertible. -/
def andersonH (β : ℝ) (dX dF : Matrix ι κ ℝ) : Matrix ι ι ℝ :=
  (-β) • (1 : Matrix ι ι ℝ) + (dX + β • dF) * (dFᵀ * dF)⁻¹ * dFᵀ

/-- When `dFᵀ dF` is invertible, the Anderson matrix maps every stored residual difference to
the corresponding difference of iterates. -/
theorem andersonH_secant (β : ℝ) (dX dF : Matrix ι κ ℝ) (h : IsUnit (dFᵀ * dF).det) :
    andersonH β dX dF * dF = dX := by
  rw [andersonH, Matrix.add_mul, Matrix.smul_mul, Matrix.one_mul, Matrix.mul_assoc,
    Matrix.mul_assoc, Matrix.nonsing_inv_mul _ h, Matrix.mul_one]
  module

/-- When `dFᵀ dF` is invertible, every other matrix `G` that satisfies the secant equations is
strictly farther from simple mixing `-β I` in the Frobenius norm than the Anderson matrix. -/
theorem andersonH_minimal_change (β : ℝ) (dX dF : Matrix ι κ ℝ) (G : Matrix ι ι ℝ)
    (h : IsUnit (dFᵀ * dF).det) (hG : G * dF = dX) (hne : G ≠ andersonH β dX dF) :
    frobSq (andersonH β dX dF + β • (1 : Matrix ι ι ℝ)) <
      frobSq (G + β • (1 : Matrix ι ι ℝ)) := by
  have hD : (G - andersonH β dX dF) * dF = 0 := by
    rw [Matrix.sub_mul, hG, andersonH_secant β dX dF h, sub_self]
  have hH : andersonH β dX dF + β • (1 : Matrix ι ι ℝ) =
      (dX + β • dF) * (dFᵀ * dF)⁻¹ * dFᵀ := by
    unfold andersonH
    module
  -- the correction and the deviation `G - H` are orthogonal
  have cross : ((andersonH β dX dF + β • (1 : Matrix ι ι ℝ)) *
      (G - andersonH β dX dF)ᵀ).trace = 0 := by
    rw [hH, Matrix.mul_assoc, ← Matrix.transpose_mul, hD, Matrix.transpose_zero,
      Matrix.mul_zero, Matrix.trace_zero]
  have expand : ∀ P D : Matrix ι ι ℝ,
      frobSq (P + D) = frobSq P + 2 * (P * Dᵀ).trace + frobSq D := by
    intro P D
    simp only [frobSq, Matrix.trace, Matrix.diag_apply, Matrix.mul_apply,
      Matrix.transpose_apply, Matrix.add_apply, Finset.mul_sum, ← Finset.sum_add_distrib]
    refine Finset.sum_congr rfl fun i _ => Finset.sum_congr rfl fun j _ => ?_
    ring
  have hpos : 0 < frobSq (G - andersonH β dX dF) := by
    obtain ⟨i, j, hij⟩ : ∃ i j, (G - andersonH β dX dF) i j ≠ 0 := by
      by_contra hn
      push Not at hn
      exact hne (sub_eq_zero.mp (by ext i j; exact hn i j))
    exact Finset.sum_pos' (fun a _ => Finset.sum_nonneg fun b _ => sq_nonneg _)
      ⟨i, Finset.mem_univ i, Finset.sum_pos' (fun b _ => sq_nonneg _)
        ⟨j, Finset.mem_univ j, by positivity⟩⟩
  have hsplit : G + β • (1 : Matrix ι ι ℝ) =
      (andersonH β dX dF + β • (1 : Matrix ι ι ℝ)) + (G - andersonH β dX dF) := by
    abel
  rw [hsplit, expand, cross]
  linarith

end

end AndersonHMinimalChange
```

The error:

```
Main.lean:62:22: error: Tactic `rewrite` failed: Did not find an occurrence of the pattern
  ((andersonH β dX dF + β • 1) * (G - andersonH β dX dF)ᵀ).trace
in the target expression
  frobSq (andersonH β dX dF) + 2 * (andersonH β dX dF * (β • 1)ᵀ).trace + frobSq (β • 1) <
    frobSq (andersonH β dX dF + β • 1 + (G - andersonH β dX dF))

ι : Type u_1
κ : Type u_2
inst✝³ : Fintype ι
inst✝² : DecidableEq ι
inst✝¹ : Fintype κ
inst✝ : DecidableEq κ
β : ℝ
dX dF : Matrix ι κ ℝ
G : Matrix ι ι ℝ
h : IsUnit (dFᵀ * dF).det
hG : G * dF = dX
hne : G ≠ andersonH β dX dF
hD : (G - andersonH β dX dF) * dF = 0
hH : andersonH β dX dF + β • 1 = (dX + β • dF) * (dFᵀ * dF)⁻¹ * dFᵀ
cross : ((andersonH β dX dF + β • 1) * (G - andersonH β dX dF)ᵀ).trace = 0
expand : ∀ (P D : Matrix ι ι ℝ), frobSq (P + D) = frobSq P + 2 * (P * Dᵀ).trace + frobSq D
hpos : 0 < frobSq (G - andersonH β dX dF)
hsplit : G + β • 1 = andersonH β dX dF + β • 1 + (G - andersonH β dX dF)
⊢ frobSq (andersonH β dX dF) + 2 * (andersonH β dX dF * (β • 1)ᵀ).trace + frobSq (β • 1) <
    frobSq (andersonH β dX dF + β • 1 + (G - andersonH β dX dF))
```

Diagnosis. The error says that `rw` could not find the trace on the left of `cross`, because the preceding rewrite with `expand` had expanded the wrong norm. `expand` holds for all `P` and `D`, and without arguments `rw` fixes them at the first match it finds for `frobSq (P + D)`. Both sides of the inequality have that form, and the match was the left side, `frobSq (andersonH β dX dF + β • 1)`, with `P` the Anderson matrix and `D` equal to `β • 1`. The goal in the message shows the result, with the left side expanded and the right side, where the split into orthogonal parts stands, untouched.

The repair gives `expand` its two arguments, `H + β I` and `G - H` in the notation above, so only the right side can match. Its expansion contains exactly the trace that `cross` sets to zero, and `linarith` can then finish from `hpos`, which says that the squared norm of `G - H` is positive. Moving `cross` to its own line is only layout.

The repair, with which the file compiles:

```diff
@@ -60,5 +60,6 @@
       (andersonH β dX dF + β • (1 : Matrix ι ι ℝ)) + (G - andersonH β dX dF) := by
     abel
-  rw [hsplit, expand, cross]
+  rw [hsplit, expand (andersonH β dX dF + β • (1 : Matrix ι ι ℝ)) (G - andersonH β dX dF),
+    cross]
   linarith
 
```
